# Angular momentum with $J_z^2=1/4$ obeys the full spin-1/2 algebra

When a Hamiltonian for spin-1/2 sites is multiplied out, products of two spin components on the same site are simplified: $J_xJ_y$ becomes $\tfrac{i}{2}J_z$, and $J_x^2$ becomes $\tfrac14$. The commutation relations alone do not permit this, since they hold for every spin. One further condition suffices, $J_z^2=\tfrac14$. For a Hermitian $J_z$ it says that a measurement can give only $\pm\tfrac12$, in units where $\hbar=1$.

Let $J_x,J_y,J_z$ belong to an associative complex algebra with unit, and let $[J_x,J_y]=iJ_z$ and cyclic. Write $\{X,Y\}=XY+YX$ and $J_\pm=J_x\pm iJ_y$. Then $J_z^2=\tfrac14$ implies

$$J_\pm^2=0,\quad J_x^2=J_y^2=\tfrac14,\quad \{J_x,J_y\}=\{J_y,J_z\}=\{J_z,J_x\}=0,\quad J^2=\tfrac34,$$

where $J^2=J_x^2+J_y^2+J_z^2$.

## From one square to every product

Start from $J_z^2=c$ with any complex number $c$. A scalar commutes with everything, so

$$0=[J_z^2,J_x]=J_z[J_z,J_x]+[J_z,J_x]J_z=i\{J_y,J_z\},$$
$$0=[J_z^2,J_y]=J_z[J_z,J_y]+[J_z,J_y]J_z=-i\{J_z,J_x\}.$$

The remaining pair follows by writing $[J_y^2,J_z]$ in two ways:

$$i\{J_x,J_y\}=[J_y^2,J_z]=J_y\{J_y,J_z\}-\{J_y,J_z\}J_y=0.$$

Half the commutator plus half the anticommutator gives

$$J_xJ_y=\tfrac{i}{2}J_z,\quad J_yJ_z=\tfrac{i}{2}J_x,\quad J_zJ_x=\tfrac{i}{2}J_y,$$

and the reversed products have the opposite sign. Associativity now equates the squares:

$$\tfrac{i}{2}J_x^2=(J_yJ_z)J_x=J_y(J_zJ_x)=\tfrac{i}{2}J_y^2,$$
$$\tfrac{i}{2}J_y^2=(J_zJ_x)J_y=J_z(J_xJ_y)=\tfrac{i}{2}J_z^2.$$

The value of $c$ is also constrained:

$$cJ_x=J_z(J_zJ_x)=\tfrac{i}{2}J_zJ_y=\tfrac{i}{2}\left(-\tfrac{i}{2}\right)J_x=\tfrac14J_x.$$

Either $c=\tfrac14$, or $J_x=0$, in which case the commutators give $J_y=J_z=0$ as well. The second case is spin 0, the smallest representation.

For $c=\tfrac14$ the three squares add to $\tfrac34$, and

$$J_\pm^2=J_x^2-J_y^2\pm i\{J_x,J_y\}=0.$$

For complex vectors $a,b$ with components numbered 0, 1, 2, put $a\cdot J=a_0J_x+a_1J_y+a_2J_z$. Of the nine terms in $(a\cdot J)(b\cdot J)$, the three squares give $(a\cdot b)/4$. The other six pair up, for example as $\tfrac{i}{2}(a_0b_1-a_1b_0)J_z$, so that

$$(a\cdot J)(b\cdot J)=\tfrac14\,a\cdot b+\tfrac{i}{2}(a\times b)\cdot J.$$

Setting $b=a$ gives a neighbouring result: the component along any real unit vector also squares to $\tfrac14$.

## The algebra and its operators in Lean

The type `A` is any ring that is an algebra over ℂ. Neither a dimension nor Hermiticity is assumed.

```lean
import Mathlib

open Complex (I I_ne_zero I_mul_I)
open scoped Matrix

namespace SpinHalfFromOneSquare

variable {A : Type*} [Ring A] [Algebra ℂ A]
```

The three commutation relations are assumed as a structure; `•` multiplies an operator by a complex number.

```lean
/-- The angular momentum commutation relations `[Jx, Jy] = i Jz` and cyclic,
in units where `ħ = 1`. -/
structure IsAngularMomentum (Jx Jy Jz : A) : Prop where
  xy : Jx * Jy - Jy * Jx = I • Jz
  yz : Jy * Jz - Jz * Jy = I • Jx
  zx : Jz * Jx - Jx * Jz = I • Jy
```

The ladder operators and the combination $a\cdot J$ are definitions.

```lean
/-- The raising operator `J₊ = Jx + i Jy`. -/
noncomputable def raising (Jx Jy : A) : A := Jx + I • Jy

/-- The lowering operator `J₋ = Jx - i Jy`. -/
noncomputable def lowering (Jx Jy : A) : A := Jx - I • Jy

/-- The combination `a · J = a₀ Jx + a₁ Jy + a₂ Jz` for a complex vector `a`. -/
def along (Jx Jy Jz : A) (a : Fin 3 → ℂ) : A := a 0 • Jx + a 1 • Jy + a 2 • Jz
```

## Consequences of a scalar square

The hypothesis `Jz ^ 2 = c • (1 : A)` is an identity between operators. Spin 3/2 does not qualify: $J_z^2$ acts as $\tfrac14$ on the states with $m=\pm\tfrac12$, but as $\tfrac94$ on those with $m=\pm\tfrac32$.

In the proof, `central` states that $J_z^2$ commutes with everything. Each `calc` block is one of the commutator expansions above, with `noncomm_ring` multiplying out without reordering factors.

```lean
variable {Jx Jy Jz : A} {c : ℂ}

/-- If the square of one angular momentum component is a scalar, then distinct
components anticommute. -/
theorem anticommute (h : IsAngularMomentum Jx Jy Jz) (hc : Jz ^ 2 = c • (1 : A)) :
    Jx * Jy + Jy * Jx = 0 ∧ Jy * Jz + Jz * Jy = 0 ∧ Jz * Jx + Jx * Jz = 0 := by
  -- a scalar square commutes with everything
  have central (X : A) : Jz ^ 2 * X - X * Jz ^ 2 = 0 := by
    rw [hc, smul_mul_assoc, mul_smul_comm, one_mul, mul_one, sub_self]
  -- the commutator of `Jz²` with `Jx` is `i` times an anticommutator
  have hyz : Jy * Jz + Jz * Jy = 0 := by
    have e : I • (Jy * Jz + Jz * Jy) = 0 := by
      calc I • (Jy * Jz + Jz * Jy) = (I • Jy) * Jz + Jz * (I • Jy) := by
            simp only [smul_add, smul_mul_assoc, mul_smul_comm]
        _ = Jz ^ 2 * Jx - Jx * Jz ^ 2 := by rw [← h.zx]; noncomm_ring
        _ = 0 := central Jx
    exact (smul_eq_zero.mp e).resolve_left I_ne_zero
  have hzx : Jz * Jx + Jx * Jz = 0 := by
    have e : I • (Jz * Jx + Jx * Jz) = 0 := by
      calc I • (Jz * Jx + Jx * Jz) = Jz * (I • Jx) + (I • Jx) * Jz := by
            simp only [smul_add, smul_mul_assoc, mul_smul_comm]
        _ = -(Jz ^ 2 * Jy - Jy * Jz ^ 2) := by rw [← h.yz]; noncomm_ring
        _ = 0 := by rw [central Jy, neg_zero]
    exact (smul_eq_zero.mp e).resolve_left I_ne_zero
  -- the last pair follows from the commutator of `Jy²` with `Jz`
  have hxy : Jx * Jy + Jy * Jx = 0 := by
    have e : I • (Jx * Jy + Jy * Jx) = 0 := by
      calc I • (Jx * Jy + Jy * Jx) = (I • Jx) * Jy + Jy * (I • Jx) := by
            simp only [smul_add, smul_mul_assoc, mul_smul_comm]
        _ = Jy * (Jy * Jz + Jz * Jy) - (Jy * Jz + Jz * Jy) * Jy := by
            rw [← h.yz]; noncomm_ring
        _ = 0 := by rw [hyz, mul_zero, zero_mul, sub_zero]
    exact (smul_eq_zero.mp e).resolve_left I_ne_zero
  exact ⟨hxy, hyz, hzx⟩
```

The products are the half-sums, formed by `linear_combination`.

```lean
/-- If the square of one angular momentum component is a scalar, then the product of two
successive components is `i/2` times the third. -/
theorem products (h : IsAngularMomentum Jx Jy Jz) (hc : Jz ^ 2 = c • (1 : A)) :
    Jx * Jy = (I / 2) • Jz ∧ Jy * Jz = (I / 2) • Jx ∧ Jz * Jx = (I / 2) • Jy := by
  obtain ⟨hxy, hyz, hzx⟩ := anticommute h hc
  -- half the commutator plus half the anticommutator
  refine ⟨?_, ?_, ?_⟩
  · linear_combination (norm := module) (1 / 2 : ℂ) • h.xy + (1 / 2 : ℂ) • hxy
  · linear_combination (norm := module) (1 / 2 : ℂ) • h.yz + (1 / 2 : ℂ) • hyz
  · linear_combination (norm := module) (1 / 2 : ℂ) • h.zx + (1 / 2 : ℂ) • hzx
```

Here `e1` and `e2` are the two rebracketed triple products, from which the nonzero factor $i/2$ is cancelled.

```lean
/-- If the square of one angular momentum component is a scalar, then the other two components have
that same square. -/
theorem squares_equal (h : IsAngularMomentum Jx Jy Jz) (hc : Jz ^ 2 = c • (1 : A)) :
    Jx ^ 2 = Jz ^ 2 ∧ Jy ^ 2 = Jz ^ 2 := by
  obtain ⟨pxy, pyz, pzx⟩ := products h hc
  have h0 : I / 2 ≠ 0 := div_ne_zero I_ne_zero two_ne_zero
  -- evaluate a triple product with both bracketings
  have e1 : (I / 2) • Jx ^ 2 = (I / 2) • Jy ^ 2 := by
    rw [pow_two, pow_two, ← smul_mul_assoc, ← pyz, mul_assoc, pzx, mul_smul_comm]
  have e2 : (I / 2) • Jy ^ 2 = (I / 2) • Jz ^ 2 := by
    rw [pow_two, pow_two, ← smul_mul_assoc, ← pzx, mul_assoc, pxy, mul_smul_comm]
  exact ⟨smul_right_injective A h0 (e1.trans e2), smul_right_injective A h0 e2⟩
```

The next theorem evaluates $J_z^2J_x$ in two ways and then splits into the two cases.

```lean
/-- If the square of one angular momentum component is a scalar `c`, then `c = 1/4` or all
three components vanish. -/
theorem scalar_square_value (h : IsAngularMomentum Jx Jy Jz) (hc : Jz ^ 2 = c • (1 : A)) :
    c = 1 / 4 ∨ (Jx = 0 ∧ Jy = 0 ∧ Jz = 0) := by
  obtain ⟨-, hyz, -⟩ := anticommute h hc
  obtain ⟨-, pyz, pzx⟩ := products h hc
  have pzy : Jz * Jy = (-(I / 2)) • Jx := by
    linear_combination (norm := module) hyz - pyz
  -- evaluate `Jz² Jx` in two ways
  have e : c • Jx = (1 / 4 : ℂ) • Jx := by
    calc c • Jx = Jz ^ 2 * Jx := by rw [hc, smul_mul_assoc, one_mul]
      _ = Jz * (Jz * Jx) := by rw [pow_two, mul_assoc]
      _ = (I / 2 * (-(I / 2))) • Jx := by rw [pzx, mul_smul_comm, pzy, smul_smul]
      _ = (1 / 4 : ℂ) • Jx := by
          congr 1
          linear_combination (-1 / 4 : ℂ) * I_mul_I
  have e' : (c - 1 / 4) • Jx = 0 := by rw [sub_smul, e, sub_self]
  rcases smul_eq_zero.mp e' with h1 | hx
  · exact Or.inl (sub_eq_zero.mp h1)
  · -- once `Jx` vanishes, the commutators remove the other two
    have hy : I • Jy = 0 := by rw [← h.zx, hx, mul_zero, zero_mul, sub_zero]
    have hz : I • Jz = 0 := by rw [← h.xy, hx, mul_zero, zero_mul, sub_zero]
    exact Or.inr ⟨hx, (smul_eq_zero.mp hy).resolve_left I_ne_zero,
      (smul_eq_zero.mp hz).resolve_left I_ne_zero⟩
```

## The spin-1/2 relations and the product formula

The main theorem sets $c=\tfrac14$. Its steps `up` and `down` expand the ladder squares, and by the earlier results the squares $J_x^2$ and $J_y^2$ cancel and the anticommutator vanishes.

```lean
/-- For angular momentum components with `Jz² = 1/4`, the ladder operators square to zero,
`Jx² = Jy² = 1/4`, distinct components anticommute, and `J² = 3/4`. -/
theorem spin_half_algebra (h : IsAngularMomentum Jx Jy Jz)
    (hz : Jz ^ 2 = (1 / 4 : ℂ) • (1 : A)) :
    (raising Jx Jy ^ 2 = 0 ∧ lowering Jx Jy ^ 2 = 0) ∧
    (Jx ^ 2 = (1 / 4 : ℂ) • (1 : A) ∧ Jy ^ 2 = (1 / 4 : ℂ) • (1 : A)) ∧
    (Jx * Jy + Jy * Jx = 0 ∧ Jy * Jz + Jz * Jy = 0 ∧ Jz * Jx + Jx * Jz = 0) ∧
    Jx ^ 2 + Jy ^ 2 + Jz ^ 2 = (3 / 4 : ℂ) • (1 : A) := by
  have hanti := anticommute h hz
  obtain ⟨sx, sy⟩ := squares_equal h hz
  -- the ladder squares contain only `Jx² - Jy²` and the anticommutator
  have up : raising Jx Jy ^ 2 = Jx ^ 2 - Jy ^ 2 + I • (Jx * Jy + Jy * Jx) := by
    simp only [raising, pow_two, mul_add, add_mul, smul_mul_assoc, mul_smul_comm,
      smul_add, smul_smul, I_mul_I]
    module
  have down : lowering Jx Jy ^ 2 = Jx ^ 2 - Jy ^ 2 - I • (Jx * Jy + Jy * Jx) := by
    simp only [lowering, pow_two, mul_sub, sub_mul, smul_mul_assoc, mul_smul_comm,
      smul_add, smul_sub, smul_smul, I_mul_I]
    module
  refine ⟨⟨?_, ?_⟩, ⟨sx.trans hz, sy.trans hz⟩, hanti, ?_⟩
  · rw [up, sx, sy, hanti.1, smul_zero, sub_self, add_zero]
  · rw [down, sx, sy, hanti.1, smul_zero, sub_self, sub_zero]
  · rw [sx, sy, hz]
    module
```

In the product formula, `⬝ᵥ` is the dot product without complex conjugation and `⨯₃` is the cross product. The proof collects all nine products of components, substitutes them, and leaves the comparison of coefficients to `module`.

```lean
/-- For angular momentum components with `Jz² = 1/4` and complex vectors `a`, `b`,
`(a · J)(b · J) = (a · b)/4 + (i/2) (a × b) · J`. -/
theorem along_mul_along (h : IsAngularMomentum Jx Jy Jz)
    (hz : Jz ^ 2 = (1 / 4 : ℂ) • (1 : A)) (a b : Fin 3 → ℂ) :
    along Jx Jy Jz a * along Jx Jy Jz b =
      ((a ⬝ᵥ b) / 4) • (1 : A) + (I / 2) • along Jx Jy Jz (a ⨯₃ b) := by
  obtain ⟨-, ⟨sx, sy⟩, ⟨hxy, hyz, hzx⟩, -⟩ := spin_half_algebra h hz
  obtain ⟨pxy, pyz, pzx⟩ := products h hz
  -- the products in reversed order
  have pyx : Jy * Jx = (-(I / 2)) • Jz := by
    linear_combination (norm := module) hxy - pxy
  have pzy : Jz * Jy = (-(I / 2)) • Jx := by
    linear_combination (norm := module) hyz - pyz
  have pxz : Jx * Jz = (-(I / 2)) • Jy := by
    linear_combination (norm := module) hzx - pzx
  rw [pow_two] at sx sy hz
  have c0 : (a ⨯₃ b) 0 = a 1 * b 2 - a 2 * b 1 := by simp [cross_apply]
  have c1 : (a ⨯₃ b) 1 = a 2 * b 0 - a 0 * b 2 := by simp [cross_apply]
  have c2 : (a ⨯₃ b) 2 = a 0 * b 1 - a 1 * b 0 := by simp [cross_apply]
  simp only [along, c0, c1, c2, dotProduct, Fin.sum_univ_three, mul_add, add_mul,
    smul_mul_assoc, mul_smul_comm, sx, sy, hz, pxy, pyz, pzx, pyx, pzy, pxz]
  module
```

The halved Pauli matrices satisfy both assumptions, as an entry-by-entry check confirms. They are not the only example: the spin of one electron acting on its full space of orbitals and spin satisfies them too, in a larger space.

```lean
/-- The halved Pauli matrices satisfy the angular momentum commutation relations
and `Jz² = 1/4`. -/
theorem spin_half_algebra_witness :
    IsAngularMomentum (!![0, 1 / 2; 1 / 2, 0] : Matrix (Fin 2) (Fin 2) ℂ)
      !![0, -I / 2; I / 2, 0] !![1 / 2, 0; 0, -1 / 2] ∧
    (!![1 / 2, 0; 0, -1 / 2] : Matrix (Fin 2) (Fin 2) ℂ) ^ 2 =
      (1 / 4 : ℂ) • (1 : Matrix (Fin 2) (Fin 2) ℂ) := by
  refine ⟨⟨?_, ?_, ?_⟩, ?_⟩ <;> ext i j <;> fin_cases i <;> fin_cases j <;>
    simp [pow_two, Matrix.mul_apply, Fin.sum_univ_two, Complex.ext_iff] <;> norm_num

end SpinHalfFromOneSquare
```

```lean
#print axioms SpinHalfFromOneSquare.scalar_square_value
-- 'SpinHalfFromOneSquare.scalar_square_value' depends on axioms: [propext, Classical.choice, Quot.sound]
#print axioms SpinHalfFromOneSquare.spin_half_algebra
-- 'SpinHalfFromOneSquare.spin_half_algebra' depends on axioms: [propext, Classical.choice, Quot.sound]
#print axioms SpinHalfFromOneSquare.along_mul_along
-- 'SpinHalfFromOneSquare.along_mul_along' depends on axioms: [propext, Classical.choice, Quot.sound]
```
